# Superadditivity of tr(A^p) for positive semidefinite matrices and natural p ≥ 1

Expanding $\operatorname{tr}((A+B)^p)$ produces $\operatorname{tr}(A^p)$, $\operatorname{tr}(B^p)$ and the traces of $2^p-2$ mixed products. If $A$ and $B$ do not commute, the trace of a product such as $ABA^2B^2$ can be negative, even when $A$ and $B$ are positive semidefinite. Discarding the mixed terms to get a lower bound is then unjustified, unless an inequality controls their sum. For positive semidefinite $A$ and $B$ of equal size and natural $p\ge 1$, McCarthy's inequality does so:

$$\operatorname{tr}(A^p)+\operatorname{tr}(B^p)\le\operatorname{tr}((A+B)^p).$$

Applied to the weighted components of a mixed state in finite dimension, it bounds the purity ($p=2$) and higher moments of the density matrix from below.

## Finite matrices on one index set

Both operators act on the same finite-dimensional state space, with basis labelled by `n`. A common space gives $A+B$ a meaning, and finiteness makes every trace a finite sum; in infinite dimension, traces can diverge.

```lean
import Mathlib

open Matrix
open scoped ComplexOrder

namespace McCarthySuperadditivity

noncomputable section

variable {n : Type*} [Fintype n] [DecidableEq n]
```

For a vector $v$, write $\langle M\rangle_v=\operatorname{Re}\langle v,Mv\rangle$. This is `expectation M v`, which does not itself require $v$ to be normalized.

```lean
/-- The real part of the expectation value `⟨v, M v⟩`. -/
def expectation (M : Matrix n n ℂ) (v : n → ℂ) : ℝ := (star v ⬝ᵥ (M *ᵥ v)).re
```

The theorems compare real numbers, so `powerTrace A p` is the real part of $\operatorname{tr}(A^p)$.

```lean
/-- The real part of the trace of the `p`-th power of a matrix. -/
def powerTrace (A : Matrix n n ℂ) (p : ℕ) : ℝ := (Matrix.trace (A ^ p)).re
```

## Hermiticity: the real part is the whole trace

Hermitian matrices represent observables. If $A^\dagger=A$, then $\overline{\operatorname{tr}(A^p)}=\operatorname{tr}((A^p)^\dagger)=\operatorname{tr}(A^p)$, so nothing is lost by taking the real part. Without Hermiticity something can be: the $1\times1$ matrix $(i)$ has trace $i$ but `powerTrace` zero at $p=1$. The hypothesis `PosSemidef` includes Hermiticity, so the lemma applies to every matrix in the main theorems.

```lean
/-- For a Hermitian matrix the trace of every power is real and equals `powerTrace`. -/
theorem powerTrace_eq_trace {A : Matrix n n ℂ} (hA : A.IsHermitian) (p : ℕ) :
    ((powerTrace A p : ℝ) : ℂ) = Matrix.trace (A ^ p) := by
  have h : star (Matrix.trace (A ^ p)) = Matrix.trace (A ^ p) := by
    rw [← Matrix.trace_conjTranspose, Matrix.conjTranspose_pow, hA.eq]
  exact Complex.conj_eq_iff_re.1 h
```

Hermiticity also supplies a unitary $U$ with $A=U\operatorname{diag}(a)U^\dagger$. Since $U^\dagger U=1$, the inner factors cancel in every power, giving $A^k=U\operatorname{diag}(a^k)U^\dagger$. The proof takes $U$ from Mathlib's eigenvectors and obtains the powers by induction on $k$. Positivity adds $a_i\ge0$.

```lean
/-- One unitary matrix diagonalizes all powers of a positive semidefinite matrix, with
the powers of nonnegative numbers on the diagonal. -/
theorem spectral_powers {A : Matrix n n ℂ} (hA : A.PosSemidef) :
    ∃ (U : Matrix n n ℂ) (a : n → ℝ), (∀ i, 0 ≤ a i) ∧ Uᴴ * U = 1 ∧
      ∀ k : ℕ, A ^ k = U * diagonal (fun i => ((a i ^ k : ℝ) : ℂ)) * Uᴴ := by
  have hH := hA.isHermitian
  obtain ⟨U, hU, hAU⟩ : ∃ U : Matrix n n ℂ, Uᴴ * U = 1 ∧
      A * U = U * diagonal (fun i => (hH.eigenvalues i : ℂ)) := by
    refine ⟨hH.eigenvectorUnitary,
      Matrix.mem_unitaryGroup_iff'.1 hH.eigenvectorUnitary.2, ?_⟩
    ext i j
    have h := congrFun (hH.mulVec_eigenvectorBasis j) i
    rw [Matrix.mul_diagonal]
    simpa [Matrix.mul_apply, mulVec, dotProduct,
      Matrix.IsHermitian.eigenvectorUnitary_apply, mul_comm] using h
  have hU' : U * Uᴴ = 1 := mul_eq_one_comm.1 hU
  have hk : ∀ k : ℕ, A ^ k * U =
      U * diagonal (fun i => ((hH.eigenvalues i ^ k : ℝ) : ℂ)) := by
    intro k
    induction k with
    | zero => simp
    | succ k ih =>
      rw [pow_succ, Matrix.mul_assoc, hAU, ← Matrix.mul_assoc, ih, Matrix.mul_assoc,
        Matrix.diagonal_mul_diagonal]
      simp only [pow_succ, Complex.ofReal_mul]
  refine ⟨U, hH.eigenvalues, hA.eigenvalues_nonneg, hU, fun k => ?_⟩
  rw [← hk k, Matrix.mul_assoc, hU', Matrix.mul_one]
```

## Normalization and a nonnegative spectrum: Jensen's inequality

For $H=U\operatorname{diag}(a)U^\dagger$, moving $U^\dagger$ onto $v$ gives

$$\langle H^k\rangle_v=\sum_j q_j a_j^k,\qquad q_j=|(U^\dagger v)_j|^2.$$

The next lemma is this identity for a general real diagonal.

```lean
/-- The expectation value of `U diag(a) U†` is the sum of the `a j` weighted by the squared
moduli of the components of `U† v`. -/
theorem expectation_spectral (U : Matrix n n ℂ) (a : n → ℝ) (v : n → ℂ) :
    expectation (U * diagonal (fun i => (a i : ℂ)) * Uᴴ) v =
      ∑ j, Complex.normSq ((Uᴴ *ᵥ v) j) * a j := by
  have h : star v ⬝ᵥ ((U * diagonal (fun i => (a i : ℂ)) * Uᴴ) *ᵥ v) =
      star (Uᴴ *ᵥ v) ⬝ᵥ (diagonal (fun i => (a i : ℂ)) *ᵥ (Uᴴ *ᵥ v)) := by
    rw [Matrix.star_mulVec, Matrix.conjTranspose_conjTranspose, ← Matrix.dotProduct_mulVec]
    simp only [Matrix.mulVec_mulVec, Matrix.mul_assoc]
  rw [expectation, h]
  simp only [dotProduct, Matrix.mulVec_diagonal, Pi.star_apply, Complex.re_sum]
  refine Finset.sum_congr rfl fun j _ => ?_
  generalize (Uᴴ *ᵥ v) j = z
  simp [Complex.normSq_apply]
  ring
```

Normalization, $\langle v,v\rangle=1$, makes the $q_j$ measurement probabilities: the case $k=0$ reads $\sum_j q_j=1$. Since $x\mapsto x^k$ is convex on $[0,\infty)$, Jensen's inequality gives

$$\langle H\rangle_v^k=\Big(\sum_j q_ja_j\Big)^k\le\sum_j q_ja_j^k=\langle H^k\rangle_v.$$

The proof reads off the same zeroth moment as `h0` and passes it to Mathlib's power-mean inequality.

Both hypotheses matter. With $H=1$, $k=2$ and $\langle v,v\rangle=2$, the claim would be $4\le2$. With eigenvalues $-2$ and $0$, equal probabilities and $k=3$, it would be $-1\le-4$.

```lean
/-- Jensen's inequality for a positive semidefinite observable in a normalized state:
`⟨H⟩ ^ k ≤ ⟨H ^ k⟩`. -/
theorem expectation_pow_le {H : Matrix n n ℂ} (hH : H.PosSemidef) {v : n → ℂ}
    (hv : star v ⬝ᵥ v = 1) (k : ℕ) : expectation H v ^ k ≤ expectation (H ^ k) v := by
  obtain ⟨U, a, ha, -, hk⟩ := spectral_powers hH
  have hw : ∀ m : ℕ, expectation (H ^ m) v =
      ∑ j, Complex.normSq ((Uᴴ *ᵥ v) j) * a j ^ m := fun m => by
    rw [hk m]
    exact expectation_spectral U (fun j => a j ^ m) v
  -- the zeroth moment says that the weights are a probability distribution
  have h0 := hw 0
  simp only [pow_zero, mul_one, expectation, Matrix.one_mulVec, hv, Complex.one_re] at h0
  have h1 := hw 1
  simp only [pow_one] at h1
  rw [h1, hw k]
  exact Real.pow_arith_mean_le_arith_mean_pow _ _ _
    (fun j _ => Complex.normSq_nonneg _) h0.symm (fun j _ => ha j) k
```

## Positivity of both matrices

Physically, neither observable can have a negative expectation value. Let $u_i$ be the $i$-th column of $U$ in the diagonalization of $A$. By cyclicity of the trace,

$$\operatorname{Re}\operatorname{tr}(MA)=\sum_i a_i\langle M\rangle_{u_i}.$$

```lean
/-- The trace of `M U diag(a) U†` is the sum of the expectation values of `M` in the columns
of `U`, weighted by `a` (real parts). -/
theorem trace_mul_spectral (M U : Matrix n n ℂ) (a : n → ℝ) :
    (Matrix.trace (M * (U * diagonal (fun i => (a i : ℂ)) * Uᴴ))).re =
      ∑ i, a i * expectation M (fun j => U j i) := by
  have h : Matrix.trace (M * (U * diagonal (fun i => (a i : ℂ)) * Uᴴ)) =
      Matrix.trace (Uᴴ * (M * U) * diagonal (fun i => (a i : ℂ))) := by
    rw [← Matrix.mul_assoc, Matrix.trace_mul_comm]
    simp only [Matrix.mul_assoc]
  rw [h, Matrix.trace, Complex.re_sum]
  refine Finset.sum_congr rfl fun i _ => ?_
  have he : (Uᴴ * (M * U)) i i =
      star (fun j => U j i) ⬝ᵥ (M *ᵥ (fun j => U j i)) := rfl
  rw [Matrix.diag_apply, Matrix.mul_diagonal, he, Complex.re_mul_ofReal, mul_comm]
  rfl
```

Take $M=(A+B)^k$. Each $u_i$ is normalized and $\langle A\rangle_{u_i}=a_i$, so Jensen's inequality for $A+B$ yields

$$\langle(A+B)^k\rangle_{u_i}\ge(a_i+\langle B\rangle_{u_i})^k\ge a_i^k.$$

The second step uses $a_i\ge0$ and $\langle B\rangle_{u_i}\ge0$. Multiplying by $a_i\ge0$ and summing,

$$\operatorname{Re}\operatorname{tr}((A+B)^kA)\ge\sum_i a_i^{k+1}=\operatorname{tr}(A^{k+1}).$$

In the proof, `hexp` identifies $a_i$ as the expectation value, `hstep` is Jensen's inequality and `hterm` is the weighted comparison.

Suppose equality holds and $k\ge1$. Then every term agrees. Where $a_i>0$, the chain forces $\langle B\rangle_{u_i}=0$, and positivity of $B$ gives $Bu_i=0$, because $\langle u_i,Bu_i\rangle=\|B^{1/2}u_i\|^2$. Therefore $BA=\sum_i a_i(Bu_i)u_i^\dagger=0$. These steps are `hz` and `hBUD`.

Without positivity McCarthy's inequality fails already for numbers: $A=1$, $B=-1$, $p=2$ would give $2\le0$.

```lean
/-- For positive semidefinite `A` and `B`, `Re tr (A^(k+1)) ≤ Re tr ((A+B)^k A)`, and for `k ≠ 0`
equality forces `B A = 0`. -/
theorem trace_pow_le_trace_mul {A B : Matrix n n ℂ} (hA : A.PosSemidef)
    (hB : B.PosSemidef) (k : ℕ) :
    powerTrace A (k + 1) ≤ (Matrix.trace ((A + B) ^ k * A)).re ∧
      (k ≠ 0 → powerTrace A (k + 1) = (Matrix.trace ((A + B) ^ k * A)).re → B * A = 0) := by
  obtain ⟨U, a, ha, hU, hk⟩ := spectral_powers hA
  have hA1 : A = U * diagonal (fun i => (a i : ℂ)) * Uᴴ := by simpa using hk 1
  have hunit : ∀ i, star (fun j => U j i) ⬝ᵥ (fun j => U j i) = 1 := fun i =>
    (congrFun (congrFun hU i) i).trans (Matrix.one_apply_eq i)
  have hexp : ∀ i, expectation A (fun j => U j i) = a i := by
    intro i
    have hc : ∀ j, (Uᴴ *ᵥ (fun l => U l i)) j = (1 : Matrix n n ℂ) j i :=
      fun j => congrFun (congrFun hU j) i
    rw [hA1, expectation_spectral]
    simp only [hc]
    rw [Finset.sum_eq_single i]
    · simp
    · intro j _ hj
      simp [Matrix.one_apply_ne hj]
    · simp
  have hpow : powerTrace A (k + 1) = ∑ i, a i * a i ^ k := by
    rw [powerTrace, hk, Matrix.trace_mul_comm, ← Matrix.mul_assoc, hU, Matrix.one_mul,
      Matrix.trace_diagonal, Complex.re_sum]
    exact Finset.sum_congr rfl fun i _ => by rw [Complex.ofReal_re, pow_succ']
  have htr := trace_mul_spectral ((A + B) ^ k) U a
  rw [← hA1] at htr
  have hb : ∀ i, 0 ≤ expectation B (fun j => U j i) := fun i =>
    (Complex.nonneg_iff.1 (hB.dotProduct_mulVec_nonneg _)).1
  -- Jensen's inequality for A + B in the eigenvectors of A
  have hstep : ∀ i, (a i + expectation B (fun j => U j i)) ^ k ≤
      expectation ((A + B) ^ k) (fun j => U j i) := by
    intro i
    have h := expectation_pow_le (hA.add hB) (hunit i) k
    have hadd : expectation (A + B) (fun j => U j i) =
        expectation A (fun j => U j i) + expectation B (fun j => U j i) := by
      simp only [expectation, Matrix.add_mulVec, dotProduct_add, Complex.add_re]
    rwa [hadd, hexp] at h
  have hterm : ∀ i, a i * a i ^ k ≤ a i * expectation ((A + B) ^ k) (fun j => U j i) :=
    fun i => mul_le_mul_of_nonneg_left
      ((pow_le_pow_left₀ (ha i) (by linarith [hb i]) k).trans (hstep i)) (ha i)
  rw [hpow, htr]
  refine ⟨Finset.sum_le_sum fun i _ => hterm i, fun hk0 heq => ?_⟩
  have hall := (Finset.sum_eq_sum_iff_of_le (fun i _ => hterm i)).1 heq
  -- equality: B annihilates each column of U whose eigenvalue `a i` is positive
  have hz : ∀ i, a i = 0 ∨ B *ᵥ (fun j => U j i) = 0 := by
    intro i
    rcases (ha i).eq_or_lt with h | h
    · exact Or.inl h.symm
    · right
      have he := mul_left_cancel₀ h.ne' (hall i (Finset.mem_univ i))
      have hle : expectation B (fun j => U j i) ≤ 0 := by
        by_contra hn
        have hlt : a i < a i + expectation B (fun j => U j i) := by
          linarith [not_le.1 hn]
        linarith [pow_lt_pow_left₀ hlt (ha i) hk0, hstep i]
      exact (hB.dotProduct_mulVec_zero_iff _).1 (Complex.ext (le_antisymm hle (hb i))
        (Complex.nonneg_iff.1 (hB.dotProduct_mulVec_nonneg _)).2.symm)
  have hBUD : B * U * diagonal (fun i => (a i : ℂ)) = 0 := by
    ext j i
    rw [Matrix.mul_diagonal]
    rcases hz i with h | h
    · simp [h]
    · have h' : (B * U) j i = 0 := congrFun h j
      rw [h', zero_mul, Matrix.zero_apply]
  rw [hA1, ← Matrix.mul_assoc, ← Matrix.mul_assoc, hBUD, Matrix.zero_mul]
```

## At least one power: p ≥ 1

The condition $p\ge1$ allows one factor to be split off. With $p=k+1$,

$$\operatorname{tr}((A+B)^{k+1})=\operatorname{tr}((A+B)^kA)+\operatorname{tr}((A+B)^kB).$$

Both terms are real, because each is the trace of a product of two Hermitian matrices. The first term is at least $\operatorname{tr}(A^{k+1})$. Exchanging the matrices bounds the second from below by $\operatorname{tr}(B^{k+1})$, using eigenvectors of $B$. The proof applies the preceding lemma twice in the same way. At $p=0$ each trace is the dimension $d$, and $2d\le d$ is false for $d>0$. The exponent `p` is a natural number, so fractional powers are not treated.

As an instance, take

$$A=\begin{pmatrix}1&0\\0&0\end{pmatrix},\quad B=\begin{pmatrix}1&1\\1&1\end{pmatrix},\quad (A+B)^2=\begin{pmatrix}5&3\\3&2\end{pmatrix}.$$

For $p=2$ the two sides are $1+4=5$ and $7$. The gap of $2$ is $2\operatorname{tr}(AB)$.

```lean
/-- McCarthy superadditivity: `tr (A^p) + tr (B^p) ≤ tr ((A+B)^p)` for positive semidefinite
`A`, `B` and every natural number `p ≥ 1`. -/
theorem mccarthy_superadditivity {A B : Matrix n n ℂ} (hA : A.PosSemidef)
    (hB : B.PosSemidef) {p : ℕ} (hp : 1 ≤ p) :
    powerTrace A p + powerTrace B p ≤ powerTrace (A + B) p := by
  obtain ⟨k, rfl⟩ : ∃ k, p = k + 1 := ⟨p - 1, by omega⟩
  have h1 := (trace_pow_le_trace_mul hA hB k).1
  have h2 := (trace_pow_le_trace_mul hB hA k).1
  rw [add_comm B A] at h2
  rw [powerTrace.eq_1 (A + B), pow_succ, Matrix.mul_add, Matrix.trace_add, Complex.add_re]
  exact add_le_add h1 h2
```

## At least two powers: when equality means AB = 0

For positive semidefinite matrices, $AB=0$ says that the supports are orthogonal. If equality holds at some $p\ge2$, both bounds in the split must be equalities. Now $k=p-1\ge1$, so the equality case above gives $BA=0$, and taking adjoints gives $AB=0$.

Conversely, $AB=0$ implies $BA=0$ by the same adjoint. All mixed products vanish, and induction gives $(A+B)^p=A^p+B^p$, which is `hpow` in the proof. At $p=1$ the trace is linear, so equality holds whatever $AB$ is; the matrices of the numerical instance have $AB\ne0$.

```lean
/-- For `p ≥ 2`, equality holds in McCarthy's inequality exactly when `A B = 0`. -/
theorem mccarthy_eq_iff {A B : Matrix n n ℂ} (hA : A.PosSemidef) (hB : B.PosSemidef)
    {p : ℕ} (hp : 2 ≤ p) :
    powerTrace (A + B) p = powerTrace A p + powerTrace B p ↔ A * B = 0 := by
  obtain ⟨k, rfl⟩ : ∃ k, p = k + 1 + 1 := ⟨p - 2, by omega⟩
  constructor
  · intro h
    have h1 := trace_pow_le_trace_mul hA hB (k + 1)
    have h2 := (trace_pow_le_trace_mul hB hA (k + 1)).1
    rw [add_comm B A] at h2
    rw [powerTrace.eq_1 (A + B), pow_succ, Matrix.mul_add, Matrix.trace_add,
      Complex.add_re] at h
    have hBA := h1.2 (Nat.succ_ne_zero k) (by linarith [h1.1])
    have hc := congrArg Matrix.conjTranspose hBA
    rwa [Matrix.conjTranspose_mul, hA.isHermitian.eq, hB.isHermitian.eq,
      Matrix.conjTranspose_zero] at hc
  · intro hAB
    have hBA : B * A = 0 := by
      have hc := congrArg Matrix.conjTranspose hAB
      rwa [Matrix.conjTranspose_mul, hA.isHermitian.eq, hB.isHermitian.eq,
        Matrix.conjTranspose_zero] at hc
    -- all mixed products vanish
    have hpow : ∀ m : ℕ, (A + B) ^ (m + 1) = A ^ (m + 1) + B ^ (m + 1) := by
      intro m
      induction m with
      | zero => simp
      | succ m ih =>
        have e1 : A ^ (m + 1) * B = 0 := by
          rw [pow_succ, Matrix.mul_assoc, hAB, Matrix.mul_zero]
        have e2 : B ^ (m + 1) * A = 0 := by
          rw [pow_succ, Matrix.mul_assoc, hBA, Matrix.mul_zero]
        rw [pow_succ, ih, Matrix.add_mul, Matrix.mul_add, Matrix.mul_add, e1, e2,
          add_zero, zero_add, ← pow_succ, ← pow_succ]
    simp only [powerTrace]
    rw [hpow, Matrix.trace_add, Complex.add_re]
```

## Positivity throughout a finite family

For a finite set of contributions, add one matrix at a time. The sum so far is positive semidefinite, so the two-matrix inequality applies at each step; the induction therefore carries positivity along with the trace bound. The empty sum gives $0\le0$, since $p\ge1$ makes $0^p=0$. The Lean hypothesis asks for positivity at every index in `ι`, including those not in `s`.

```lean
/-- For a finite family of positive semidefinite matrices and `p ≥ 1`, the traces of the
`p`-th powers add up to at most the trace of the `p`-th power of the sum. -/
theorem mccarthy_sum {ι : Type*} (s : Finset ι) (A : ι → Matrix n n ℂ)
    (hA : ∀ i, (A i).PosSemidef) {p : ℕ} (hp : 1 ≤ p) :
    ∑ i ∈ s, powerTrace (A i) p ≤ powerTrace (∑ i ∈ s, A i) p := by
  classical
  have h : (∑ i ∈ s, A i).PosSemidef ∧
      ∑ i ∈ s, powerTrace (A i) p ≤ powerTrace (∑ i ∈ s, A i) p := by
    induction s using Finset.induction_on with
    | empty =>
      have hp0 : p ≠ 0 := by omega
      simp [powerTrace, zero_pow hp0, Matrix.PosSemidef.zero]
    | insert i s hi ih =>
      rw [Finset.sum_insert hi, Finset.sum_insert hi]
      exact ⟨(hA i).add ih.1, by linarith [mccarthy_superadditivity (hA i) ih.1 hp, ih.2]⟩
  exact h.2

end

end McCarthySuperadditivity
```

```lean
#print axioms McCarthySuperadditivity.powerTrace_eq_trace
-- 'McCarthySuperadditivity.powerTrace_eq_trace' depends on axioms: [propext, Classical.choice, Quot.sound]
#print axioms McCarthySuperadditivity.mccarthy_superadditivity
-- 'McCarthySuperadditivity.mccarthy_superadditivity' depends on axioms: [propext, Classical.choice, Quot.sound]
#print axioms McCarthySuperadditivity.mccarthy_eq_iff
-- 'McCarthySuperadditivity.mccarthy_eq_iff' depends on axioms: [propext, Classical.choice, Quot.sound]
#print axioms McCarthySuperadditivity.mccarthy_sum
-- 'McCarthySuperadditivity.mccarthy_sum' depends on axioms: [propext, Classical.choice, Quot.sound]
```
